# Landau levels of a spinless electron under Boltzmann statistics: the free energy rises with the magnetic field

To compute the orbital magnetisation of a dilute two-dimensional electron gas, one can replace the sum over Landau levels by a closed expression and differentiate its logarithm with respect to the field. For one spinless, non-interacting electron with Boltzmann statistics, the replacement is exact at every positive temperature and field. The derivative then has a definite sign: the free energy rises with the field, so the moment opposes it.

## Levels, degeneracy and units

Let $\mathcal B$ be the flux density of a uniform magnetic field perpendicular to the plane of the gas, $m$ the electron's mass, $e$ the elementary charge and $A$ the area of the sample. The Landau levels have energies $\hbar\omega_c(n+\tfrac12)$ with $n=0,1,2,\dots$ and $\omega_c=e\mathcal B/m$. Each level holds

$$\frac{eA\mathcal B}{2\pi\hbar}=\frac{Am}{2\pi\hbar^2}\,\hbar\omega_c$$

states. Write $B$ for the cyclotron energy $\hbar\omega_c$ in a chosen energy unit, and $\beta$ for $1/k_BT$ in the inverse unit. The degeneracy is then $B$ times a constant independent of the field. Dropping this constant rescales the partition function and shifts the free energy by an amount that does not depend on $B$, so the response to the field is unchanged.

```lean
import Mathlib

open Filter Topology

namespace LandauDiamagnetism

noncomputable section
```

With these conventions the partition function is

$$Z(B)=B\sum_{n=0}^{\infty}e^{-\beta B(n+1/2)}.$$

In Lean this is `landauZ β B`, a function of two real numbers, with the infinite sum written as `∑'` over the natural numbers. The spectrum and the degeneracy enter through this definition; they are not derived from a Hamiltonian. The factor $B$ in front stands for the growing number of states in each level, and it competes with the rise of the level energies.

```lean
/-- Partition function of the Landau levels `B (n + 1/2)`, each with degeneracy
proportional to the field `B`, in reduced units. -/
def landauZ (β B : ℝ) : ℝ := B * ∑' n : ℕ, Real.exp (-(β * B * (n + 1 / 2)))
```

The free energy of the electron is $F=-\log Z/\beta$, defined from the sum itself and not from its closed form.

```lean
/-- Free energy `F = -log Z / β` of one electron in the Landau levels. -/
def freeEnergy (β B : ℝ) : ℝ := -Real.log (landauZ β B) / β
```

The moment is $M=-dF/dB$ at fixed $\beta$. Since $B$ is an energy, $M$ is a pure number, and the moment in physical units is $(\hbar e/m)M$.

```lean
/-- Magnetic moment `M = -dF/dB`. -/
def moment (β B : ℝ) : ℝ := -deriv (freeEnergy β) B
```

The derivative will be expressed through the Langevin function $L(x)=\coth x-1/x$, which Lean writes with $\cosh x/\sinh x$ for the hyperbolic cotangent.

```lean
/-- The Langevin function `L(x) = coth x - 1/x`. -/
def langevin (x : ℝ) : ℝ := Real.cosh x / Real.sinh x - 1 / x
```

## The geometric series behind the closed form

Take $\beta>0$ and $B>0$. Each Boltzmann factor splits into a zero-point factor and a power:

$$e^{-\beta B(n+1/2)}=e^{-\beta B/2}\left(e^{-\beta B}\right)^n.$$

The ratio $e^{-\beta B}$ is less than 1, so the series converges to

$$\frac{e^{-\beta B/2}}{1-e^{-\beta B}}.$$

Taking a factor $e^{-\beta B/2}$ out of the denominator gives

$$1-e^{-\beta B}=e^{-\beta B/2}\left(e^{\beta B/2}-e^{-\beta B/2}\right)=2\sinh(\beta B/2)\,e^{-\beta B/2},$$

and the sum is therefore $1/(2\sinh(\beta B/2))$.

The theorem states this with `HasSum`, which means that the series converges to the given value. In the proof, `hf` is the splitting of the Boltzmann factor, `h3` is the identity for the denominator, and `hv` matches the two forms of the sum.

```lean
/-- The Boltzmann factors of the Landau ladder are summable, with sum
`1 / (2 sinh (βB/2))`. -/
theorem hasSum_boltzmann {β B : ℝ} (hβ : 0 < β) (hB : 0 < B) :
    HasSum (fun n : ℕ => Real.exp (-(β * B * (n + 1 / 2))))
      (1 / (2 * Real.sinh (β * B / 2))) := by
  have hx : 0 < β * B := mul_pos hβ hB
  have hs : 0 < Real.sinh (β * B / 2) := Real.sinh_pos_iff.2 (by positivity)
  have hr : Real.exp (-(β * B)) < 1 := Real.exp_lt_one_iff.2 (by linarith)
  -- a geometric series with ratio exp(-βB), times the zero-point factor
  have h := (hasSum_geometric_of_lt_one (Real.exp_pos _).le hr).mul_left
    (Real.exp (-(β * B / 2)))
  have hf : (fun n : ℕ => Real.exp (-(β * B * (n + 1 / 2)))) =
      fun n : ℕ => Real.exp (-(β * B / 2)) * Real.exp (-(β * B)) ^ n := by
    funext n
    rw [← Real.exp_nat_mul, ← Real.exp_add]
    congr 1
    ring
  have h1 : Real.exp (β * B / 2) * Real.exp (-(β * B / 2)) = 1 := by
    rw [← Real.exp_add, add_neg_cancel, Real.exp_zero]
  have h2 : Real.exp (-(β * B)) = Real.exp (-(β * B / 2)) * Real.exp (-(β * B / 2)) := by
    rw [← Real.exp_add]
    congr 1
    ring
  have h3 : 1 - Real.exp (-(β * B)) =
      2 * Real.sinh (β * B / 2) * Real.exp (-(β * B / 2)) := by
    rw [h2, Real.sinh_eq]
    linear_combination -h1
  have hv : 1 / (2 * Real.sinh (β * B / 2)) =
      Real.exp (-(β * B / 2)) * (1 - Real.exp (-(β * B)))⁻¹ := by
    have he := (Real.exp_pos (-(β * B / 2))).ne'
    have hs' := hs.ne'
    rw [h3]
    field_simp
  rw [hf, hv]
  exact h
```

Multiplication by the degeneracy factor gives

$$Z(B)=\frac{B}{2\sinh(\beta B/2)}.$$

The proof unfolds the definition and substitutes the value of the sum.

```lean
/-- Closed form of the partition function: `Z = B / (2 sinh (βB/2))`. -/
theorem landauZ_eq {β B : ℝ} (hβ : 0 < β) (hB : 0 < B) :
    landauZ β B = B / (2 * Real.sinh (β * B / 2)) := by
  rw [landauZ, (hasSum_boltzmann hβ hB).tsum_eq, mul_one_div]
```

## Why the Langevin function is positive

The sign of the magnetic response will come from the inequality $\sinh x<x\cosh x$ for $x>0$. Put $g(y)=y\cosh y-\sinh y$. Then $g(0)=0$ and

$$g'(y)=\cosh y+y\sinh y-\cosh y=y\sinh y,$$

which is positive for $y>0$. Hence $g$ increases strictly on $[0,\infty)$, and $g(x)>0$ for every $x>0$.

Lean follows the same route. `strictMonoOn_of_deriv_pos` turns continuity on the half-line and a positive derivative in its interior into strict monotonicity, and comparing the values at $0$ and $x$ gives the inequality.

```lean
/-- For `x > 0` one has `sinh x < x cosh x`. -/
theorem sinh_lt_mul_cosh {x : ℝ} (hx : 0 < x) : Real.sinh x < x * Real.cosh x := by
  -- the difference vanishes at 0 and has derivative y sinh y > 0
  have hm : StrictMonoOn (fun y : ℝ => y * Real.cosh y - Real.sinh y) (Set.Ici 0) := by
    apply strictMonoOn_of_deriv_pos (convex_Ici 0)
    · exact ((continuous_id.mul Real.continuous_cosh).sub Real.continuous_sinh).continuousOn
    · intro y hy
      rw [interior_Ici] at hy
      have hy' : 0 < y := hy
      have hd : HasDerivAt (fun y : ℝ => y * Real.cosh y - Real.sinh y)
          (y * Real.sinh y) y :=
        (((hasDerivAt_id' y).fun_mul (Real.hasDerivAt_cosh y)).fun_sub
          (Real.hasDerivAt_sinh y)).congr_deriv (by ring)
      rw [hd.deriv]
      exact mul_pos hy' (Real.sinh_pos_iff.2 hy')
  have h := hm (Set.mem_Ici.2 le_rfl) (Set.mem_Ici.2 hx.le) hx
  simp only [zero_mul, Real.sinh_zero, sub_zero] at h
  linarith
```

Three bounds on $L$ follow for $x>0$.

- Dividing $\sinh x<x\cosh x$ by $x\sinh x$ gives $1/x<\coth x$, so $L(x)>0$.
- Since $\sinh x<\cosh x$, we have $\coth x>1$, so $L(x)>1-1/x$.
- Since $\cosh x-\sinh x=e^{-x}<1$ and $x<\sinh x$, we have
$$\cosh x<\sinh x+1<\sinh x+\frac{\sinh x}{x}.$$
Division by $\sinh x$ gives $\coth x<1+1/x$, so $L(x)<1$.

The theorem collects these as a conjunction, and its three proof branches treat them in this order.

```lean
/-- For `x > 0` the Langevin function is positive and lies between `1 - 1/x` and `1`. -/
theorem langevin_bounds {x : ℝ} (hx : 0 < x) :
    0 < langevin x ∧ 1 - 1 / x < langevin x ∧ langevin x < 1 := by
  have hs : 0 < Real.sinh x := Real.sinh_pos_iff.2 hx
  unfold langevin
  refine ⟨?_, ?_, ?_⟩
  · rw [sub_pos, div_lt_div_iff₀ hx hs]
    linarith [sinh_lt_mul_cosh hx]
  · have h : 1 < Real.cosh x / Real.sinh x := (one_lt_div hs).2 (Real.sinh_lt_cosh x)
    linarith
  · have h1 : 1 < Real.sinh x / x := (one_lt_div hx).2 (Real.self_lt_sinh_iff.2 hx)
    have h2 : Real.exp (-x) < 1 := Real.exp_lt_one_iff.2 (by linarith)
    have h3 := Real.cosh_sub_sinh x
    have h4 : Real.cosh x / Real.sinh x < 1 + 1 / x := by
      rw [div_lt_iff₀ hs]
      have e : (1 + 1 / x) * Real.sinh x = Real.sinh x + Real.sinh x / x := by ring
      rw [e]
      linarith
    linarith
```

## The slope of the free energy

For $B>0$ the closed form gives

$$F(B)=-\frac1\beta\left[\log B-\log 2-\log\sinh(\beta B/2)\right].$$

Differentiating term by term,

$$\frac{dF}{dB}=-\frac1\beta\left[\frac1B-\frac\beta2\coth(\beta B/2)\right]
=\frac12\coth(\beta B/2)-\frac1{\beta B}
=\frac12L(\beta B/2).$$

`HasDerivAt` states that $F$ is differentiable at $B$ with this derivative. Lean first differentiates the expression with separated logarithms. Because `freeEnergy` is defined from the infinite sum, the proof must then show that the two functions agree throughout a neighbourhood of $B$, not only at the point itself; `congr_of_eventuallyEq` transfers the derivative on that basis. The remaining algebra identifies the result with $L(\beta B/2)/2$.

```lean
/-- The free energy changes with field at the rate `dF/dB = L(βB/2) / 2`. -/
theorem hasDerivAt_freeEnergy {β B : ℝ} (hβ : 0 < β) (hB : 0 < B) :
    HasDerivAt (freeEnergy β) (langevin (β * B / 2) / 2) B := by
  have hs : Real.sinh (β * B / 2) ≠ 0 := (Real.sinh_pos_iff.2 (by positivity)).ne'
  have h1 : HasDerivAt (fun b : ℝ => β * b / 2) (β / 2) B :=
    (((hasDerivAt_id' B).const_mul β).div_const 2).congr_deriv (by ring)
  have h4 := ((Real.hasDerivAt_log hB.ne').fun_sub
    ((h1.sinh.log hs).const_add (Real.log 2))).fun_neg.div_const β
  refine (h4.congr_of_eventuallyEq ?_).congr_deriv ?_
  · -- near B the logarithm of the closed form splits
    filter_upwards [Ioi_mem_nhds hB] with b hb
    have hb' : 0 < b := hb
    have hsb : Real.sinh (β * b / 2) ≠ 0 := (Real.sinh_pos_iff.2 (by positivity)).ne'
    rw [freeEnergy, landauZ_eq hβ hb', Real.log_div hb'.ne' (mul_ne_zero two_ne_zero hsb),
      Real.log_mul two_ne_zero hsb]
  · unfold langevin
    generalize Real.sinh (β * B / 2) = s at hs ⊢
    generalize Real.cosh (β * B / 2) = c
    have hβ' := hβ.ne'
    have hB' := hB.ne'
    field_simp
    ring
```

## Monotonicity and the zero-field limit

Since $L(\beta B/2)>0$, the derivative of $F$ is positive for every $B>0$, and $F$ increases strictly. If $0<a<b$, then $F(a)<F(b)$ means

$$-\frac{\log Z(a)}{\beta}<-\frac{\log Z(b)}{\beta}.$$

Multiplying by $\beta>0$ and changing signs gives $\log Z(b)<\log Z(a)$. Both partition functions are positive, so $Z(b)<Z(a)$.

For the limit, write

$$Z(B)=\left[\frac{2\sinh(\beta B/2)}{B}\right]^{-1}.$$

The function $2\sinh(\beta B/2)$ vanishes at $B=0$ and has slope $\beta\cosh 0=\beta$ there. The quotient in brackets therefore tends to $\beta$, and $Z(B)$ tends to $1/\beta$. With the omitted constant restored, this is $Am/(2\pi\hbar^2\beta)$, the classical partition function of a free particle on the area $A$.

The theorem assumes only $\beta>0$ and has four parts: the closed form for each $B>0$; strict decrease of $Z$ on the open half-line, written `StrictAntiOn (landauZ β) (Set.Ioi 0)`; the limit $1/\beta$ as $B$ approaches zero from above, expressed by `𝓝[>] 0`; and strict increase of $F$ on the same half-line. The limit does not involve the value at $B=0$, where the definition returns $0$ because of its prefactor.

In the proof, `hF` is the monotonicity of $F$ and `hZ` the positivity of $Z$. The second part reverses the logarithm as above, and the third takes the inverse of the slope given by `tendsto_slope_zero_right`.

```lean
/-- **Landau diamagnetism.** At fixed temperature the partition function
`B / (2 sinh (βB/2))` falls strictly with the field from the limit `1/β` at zero field,
and the free energy rises strictly. -/
theorem landau_diamagnetism {β : ℝ} (hβ : 0 < β) :
    (∀ B, 0 < B → landauZ β B = B / (2 * Real.sinh (β * B / 2))) ∧
    StrictAntiOn (landauZ β) (Set.Ioi 0) ∧
    Tendsto (landauZ β) (𝓝[>] 0) (𝓝 (1 / β)) ∧
    StrictMonoOn (freeEnergy β) (Set.Ioi 0) := by
  have hF : StrictMonoOn (freeEnergy β) (Set.Ioi 0) := by
    apply strictMonoOn_of_deriv_pos (convex_Ioi 0)
    · exact fun b hb => (hasDerivAt_freeEnergy hβ hb).continuousAt.continuousWithinAt
    · intro b hb
      rw [interior_Ioi] at hb
      have hb' : 0 < b := hb
      rw [(hasDerivAt_freeEnergy hβ hb').deriv]
      exact half_pos (langevin_bounds (by positivity)).1
  have hZ : ∀ b, 0 < b → 0 < landauZ β b := fun b hb => by
    have hs : 0 < Real.sinh (β * b / 2) := Real.sinh_pos_iff.2 (by positivity)
    rw [landauZ_eq hβ hb]
    positivity
  refine ⟨fun B hB => landauZ_eq hβ hB, ?_, ?_, hF⟩
  · -- a higher free energy means a smaller partition function
    intro a ha b hb hab
    have h := hF ha hb hab
    unfold freeEnergy at h
    have h' := (div_lt_div_iff_of_pos_right hβ).mp h
    exact (Real.log_lt_log_iff (hZ b hb) (hZ a ha)).mp (by linarith)
  · -- the zero-field limit is the inverse slope of 2 sinh(βB/2) at the origin
    have h1 : HasDerivAt (fun b : ℝ => β * b / 2) (β / 2) 0 :=
      (((hasDerivAt_id' (0 : ℝ)).const_mul β).div_const 2).congr_deriv (by ring)
    have h2 : HasDerivAt (fun b : ℝ => 2 * Real.sinh (β * b / 2)) β 0 :=
      (h1.sinh.const_mul 2).congr_deriv (by
        rw [mul_zero, zero_div, Real.cosh_zero]
        ring)
    have h3 := h2.tendsto_slope_zero_right.inv₀ hβ.ne'
    rw [one_div]
    refine h3.congr' ?_
    filter_upwards [self_mem_nhdsWithin] with t ht
    have ht' : 0 < t := ht
    rw [landauZ_eq hβ ht']
    simp only [zero_add, mul_zero, zero_div, Real.sinh_zero, sub_zero, smul_eq_mul]
    rw [mul_inv, inv_inv]
    exact (div_eq_mul_inv _ _).symm
```

The name Landau diamagnetism is often attached to the weak-field susceptibility of a degenerate electron gas. The theorem concerns the sign of the orbital response for a single electron with Boltzmann weights: there is no Fermi–Dirac occupation, spin, interaction, disorder or sample edge in the model.

## The moment and its strong-field limit

The slope of the free energy gives the moment at once:

$$M(B)=-\frac12L(\beta B/2).$$

Because $0<L<1$ at positive argument, $-\tfrac12<M(B)<0$ for all $\beta>0$ and $B>0$. The moment always opposes the field, and in physical units its magnitude stays below $\hbar e/(2m)$, which is the Bohr magneton when $m$ is the free-electron mass.

Lean obtains the formula by inserting the derivative of `freeEnergy` into the definition of `moment`. The two inequalities then follow from `langevin_bounds` at $x=\beta B/2$.

```lean
/-- The moment is `M = -L(βB/2) / 2`, and it lies strictly between `-1/2` and `0`. -/
theorem moment_eq_langevin {β B : ℝ} (hβ : 0 < β) (hB : 0 < B) :
    moment β B = -(langevin (β * B / 2) / 2) ∧ -1 / 2 < moment β B ∧ moment β B < 0 := by
  have h : moment β B = -(langevin (β * B / 2) / 2) := by
    rw [moment, (hasDerivAt_freeEnergy hβ hB).deriv]
  obtain ⟨h0, -, h1⟩ := langevin_bounds (x := β * B / 2) (by positivity)
  exact ⟨h, by rw [h]; linarith, by rw [h]; linarith⟩
```

At fixed temperature the lower bound on $L$ determines the strong-field limit. With $x=\beta B/2$ it reads $L(\beta B/2)>1-2/(\beta B)$, and therefore

$$-\frac12<M(B)<-\frac12+\frac1{\beta B}.$$

As $B\to\infty$ both ends tend to $-\tfrac12$, and so does $M(B)$. This is the moment of the lowest Landau level, whose energy is $B/2$.

In the theorem, `atTop` expresses that $B$ grows without bound while $\beta$ is held fixed. The proof first shows that $1/(\beta B)$ tends to zero and then applies the squeeze theorem. The bounds are needed only for sufficiently large fields, so the proof uses them where $B>0$.

```lean
/-- In strong fields the moment tends to `-1/2`. -/
theorem moment_tendsto_strong_field {β : ℝ} (hβ : 0 < β) :
    Tendsto (moment β) atTop (𝓝 (-1 / 2)) := by
  have h0 : Tendsto (fun B : ℝ => (β * B)⁻¹) atTop (𝓝 0) :=
    tendsto_inv_atTop_zero.comp (tendsto_id.const_mul_atTop hβ)
  have h1 := h0.const_add (-1 / 2 : ℝ)
  rw [add_zero] at h1
  -- squeeze M between -1/2 and -1/2 + 1/(βB)
  refine tendsto_of_tendsto_of_tendsto_of_le_of_le' tendsto_const_nhds h1 ?_ ?_
  · filter_upwards [eventually_gt_atTop 0] with B hB
    exact (moment_eq_langevin hβ hB).2.1.le
  · filter_upwards [eventually_gt_atTop 0] with B hB
    have h2 := (langevin_bounds (x := β * B / 2) (by positivity)).2.1
    have h3 : 1 / (β * B / 2) = 2 * (β * B)⁻¹ := by
      rw [one_div_div, div_eq_mul_inv]
    rw [h3] at h2
    rw [(moment_eq_langevin hβ hB).1]
    linarith

end

end LandauDiamagnetism
```

```lean
#print axioms LandauDiamagnetism.landau_diamagnetism
-- 'LandauDiamagnetism.landau_diamagnetism' depends on axioms: [propext, Classical.choice, Quot.sound]
#print axioms LandauDiamagnetism.moment_tendsto_strong_field
-- 'LandauDiamagnetism.moment_tendsto_strong_field' depends on axioms: [propext, Classical.choice, Quot.sound]
```
